# The polarization-averaged ligand 1s intensity is \(D^2/3\) times the ligand p character in a one-electron dipole model

To simulate the ligand K pre-edge of a powder or solution, a code can take the three Cartesian components of the transition dipole of each line and evaluate `(dx**2 + dy**2 + dz**2) / 3`, the electric-dipole intensity up to a prefactor that is nearly the same for all lines of the pre-edge. If the acceptor orbital has one vacancy and enters only through its p coefficients \(c=(c_0,c_1,c_2)\) on the excited ligand atom, these dipoles are \(Dc_0, Dc_1, Dc_2\), where \(D\) is the atomic 1s–2p dipole integral (1s–3p for chlorine or sulfur). The result is then \(D^2/3\) times \(c\cdot c\), the ligand p character.

In Lean 4 with Mathlib:

```lean
import Mathlib

open Matrix

namespace LigandPreEdge

noncomputable section
```

## Polarization, p character and intensity

The polarization \(n\) has polar angle \(\theta\) and azimuth \(\varphi\):
\[ n=(\sin\theta\cos\varphi,\ \sin\theta\sin\varphi,\ \cos\theta). \]

```lean
/-- The polarization vector with polar angle `θ` and azimuth `φ`. -/
def direction (θ φ : ℝ) : Fin 3 → ℝ :=
  ![Real.sin θ * Real.cos φ, Real.sin θ * Real.sin φ, Real.cos θ]
```

The average over directions uses the solid-angle element, normalised by \(4\pi\):
\[ \langle f\rangle=\frac1{4\pi}\int_0^{2\pi}\!\!\int_0^\pi f(n)\sin\theta\,d\theta\,d\varphi. \]

```lean
/-- The average of `f` over all polarization directions, as an integral over the polar angles
with weight `sin θ / (4π)`. -/
def sphereAverage (f : (Fin 3 → ℝ) → ℝ) : ℝ :=
  1 / (4 * Real.pi) *
    ∫ φ in (0 : ℝ)..(2 * Real.pi), ∫ θ in (0 : ℝ)..Real.pi, f (direction θ φ) * Real.sin θ
```

The p character is \(c\cdot c\). The vector \(c\) is not normalised: for a normalised orbital in an orthonormal basis, \(c\cdot c\) is the p fraction, equal to 1 for a pure ligand p orbital.

```lean
/-- The ligand p character of an orbital: the squared Euclidean length of its vector of
p coefficients. -/
def pCharacter (c : Fin 3 → ℝ) : ℝ := c ⬝ᵥ c
```

On one atom, \(\langle 1s|r_i|2p_j\rangle=D\,\delta_{ij}\), so the amplitude is \(D\,n\cdot c\) and the intensity is
\[ I=(D\,n\cdot c)^2. \]
This definition carries the physical assumptions: real orbitals, no dipole contribution from other atoms, no core-hole relaxation or multiplet structure, and no common prefactor. The acceptor orbital is also taken to be singly occupied: it has one vacancy, so there is no extra occupation factor. For an empty orbital the intensity summed over both spins would be twice as large. The formulas are written for a ligand with a 2p valence shell; for chlorine or sulfur, read 3p in place of 2p throughout.

```lean
/-- The intensity of the ligand 1s excitation into an orbital with p coefficients `c`, for
polarization `n` and atomic 1s-2p dipole integral `D`: the square of the dipole amplitude. -/
def intensity (D : ℝ) (n c : Fin 3 → ℝ) : ℝ := (D * (n ⬝ᵥ c)) ^ 2
```

The polarization has unit length, since \(\sin^2\theta(\cos^2\varphi+\sin^2\varphi)+\cos^2\theta=1\).

```lean
/-- Every polarization vector given by polar angles has unit length. -/
theorem direction_unit (θ φ : ℝ) : direction θ φ ⬝ᵥ direction θ φ = 1 := by
  have d0 : direction θ φ 0 = Real.sin θ * Real.cos φ := rfl
  have d1 : direction θ φ 1 = Real.sin θ * Real.sin φ := rfl
  have d2 : direction θ φ 2 = Real.cos θ := rfl
  simp only [dotProduct, Fin.sum_univ_three, d0, d1, d2]
  linear_combination Real.sin θ ^ 2 * Real.sin_sq_add_cos_sq φ + Real.sin_sq_add_cos_sq θ
```

## The two angular integrals

For constants \(P,Q,R\), the polar integrand \((P\sin^2\theta+Q\sin\theta\cos\theta+R\cos^2\theta)\sin\theta\) has the antiderivative
\[ \tfrac{P-R}{3}\cos^3\theta-P\cos\theta+\tfrac Q3\sin^3\theta. \]
Its values at \(\pi\) and \(0\) differ by \(\tfrac43P+\tfrac23R\). In the proof, `h` checks the derivative and the fundamental theorem of calculus supplies the difference.

```lean
/-- The polar-angle integral of a quadratic form in `sin θ` and `cos θ` with weight `sin θ`. -/
theorem polar_integral (P Q R : ℝ) :
    ∫ θ in (0 : ℝ)..Real.pi, (P * Real.sin θ ^ 2 + Q * (Real.sin θ * Real.cos θ)
      + R * Real.cos θ ^ 2) * Real.sin θ = 4 / 3 * P + 2 / 3 * R := by
  -- an explicit antiderivative
  have h : ∀ x ∈ Set.uIcc (0 : ℝ) Real.pi, HasDerivAt
      (fun x => (P - R) / 3 * (Real.cos x * Real.cos x * Real.cos x) - P * Real.cos x
        + Q / 3 * (Real.sin x * Real.sin x * Real.sin x))
      ((P * Real.sin x ^ 2 + Q * (Real.sin x * Real.cos x)
        + R * Real.cos x ^ 2) * Real.sin x) x := by
    intro x _
    have hs := Real.hasDerivAt_sin x
    have hc := Real.hasDerivAt_cos x
    refine (((((hc.fun_mul hc).fun_mul hc).const_mul ((P - R) / 3)).fun_sub
      (hc.const_mul P)).fun_add
      (((hs.fun_mul hs).fun_mul hs).const_mul (Q / 3))).congr_deriv ?_
    linear_combination (-P * Real.sin x) * Real.sin_sq_add_cos_sq x
  rw [intervalIntegral.integral_eq_sub_of_hasDerivAt h
    (Continuous.intervalIntegrable (by fun_prop) _ _)]
  simp only [Real.cos_pi, Real.sin_pi, Real.cos_zero, Real.sin_zero]
  ring
```

For \(a\cos^2\varphi+b\sin\varphi\cos\varphi+d\sin^2\varphi+e\), an antiderivative is
\[ \left(\tfrac{a+d}{2}+e\right)\varphi+\tfrac{a-d}{2}\sin\varphi\cos\varphi+\tfrac b2\sin^2\varphi. \]
Only the linear term survives a full turn, leaving \(\pi(a+d+2e)\).

```lean
/-- The integral over a full turn of the azimuth of a quadratic form in `cos φ` and `sin φ`
plus a constant. -/
theorem azimuth_integral (a b d e : ℝ) :
    ∫ φ in (0 : ℝ)..(2 * Real.pi), (a * Real.cos φ ^ 2 + b * (Real.sin φ * Real.cos φ)
      + d * Real.sin φ ^ 2 + e) = Real.pi * (a + d + 2 * e) := by
  have h : ∀ x ∈ Set.uIcc (0 : ℝ) (2 * Real.pi), HasDerivAt
      (fun x => ((a + d) / 2 + e) * x + (a - d) / 2 * (Real.sin x * Real.cos x)
        + b / 2 * (Real.sin x * Real.sin x))
      (a * Real.cos x ^ 2 + b * (Real.sin x * Real.cos x) + d * Real.sin x ^ 2 + e) x := by
    intro x _
    have hs := Real.hasDerivAt_sin x
    have hc := Real.hasDerivAt_cos x
    refine ((((hasDerivAt_id' x).const_mul ((a + d) / 2 + e)).fun_add
      ((hs.fun_mul hc).const_mul ((a - d) / 2))).fun_add
      ((hs.fun_mul hs).const_mul (b / 2))).congr_deriv ?_
    linear_combination (-(a + d) / 2) * Real.sin_sq_add_cos_sq x
  rw [intervalIntegral.integral_eq_sub_of_hasDerivAt h
    (Continuous.intervalIntegrable (by fun_prop) _ _)]
  simp only [Real.cos_two_pi, Real.sin_two_pi, Real.cos_zero, Real.sin_zero]
  ring
```

## A tensor averages to a third of its trace

For a real \(3\times3\) tensor \(A\), sort \(n\cdot An\) by its dependence on \(\theta\), as `hq` does. The coefficients of \(\sin^2\theta\) and \(\cos^2\theta\) are
\[ P=A_{00}\cos^2\varphi+(A_{01}+A_{10})\sin\varphi\cos\varphi+A_{11}\sin^2\varphi,\qquad R=A_{22}. \]
The \(\sin\theta\cos\theta\) term integrates to zero. The polar integral gives \(\tfrac43P+\tfrac23A_{22}\), and the azimuthal one then gives \(\tfrac{4\pi}{3}(A_{00}+A_{11}+A_{22})\). Dividing by \(4\pi\) leaves \(\operatorname{tr}A/3\). No symmetry of \(A\) is needed.

```lean
/-- The orientational average of the quadratic form of a real tensor `A` is one third of
its trace. -/
theorem sphereAverage_tensor (A : Matrix (Fin 3) (Fin 3) ℝ) :
    sphereAverage (fun n => n ⬝ᵥ A *ᵥ n) = A.trace / 3 := by
  -- sort the quadratic form by its dependence on the polar angle
  have hq : ∀ θ φ : ℝ, direction θ φ ⬝ᵥ A *ᵥ direction θ φ =
      (A 0 0 * Real.cos φ ^ 2 + (A 0 1 + A 1 0) * (Real.sin φ * Real.cos φ)
        + A 1 1 * Real.sin φ ^ 2) * Real.sin θ ^ 2
      + ((A 0 2 + A 2 0) * Real.cos φ + (A 1 2 + A 2 1) * Real.sin φ)
        * (Real.sin θ * Real.cos θ) + A 2 2 * Real.cos θ ^ 2 := by
    intro θ φ
    have d0 : direction θ φ 0 = Real.sin θ * Real.cos φ := rfl
    have d1 : direction θ φ 1 = Real.sin θ * Real.sin φ := rfl
    have d2 : direction θ φ 2 = Real.cos θ := rfl
    simp only [dotProduct, Matrix.mulVec, Fin.sum_univ_three, d0, d1, d2]
    ring
  have hφ : ∀ φ : ℝ, 4 / 3 * (A 0 0 * Real.cos φ ^ 2
      + (A 0 1 + A 1 0) * (Real.sin φ * Real.cos φ) + A 1 1 * Real.sin φ ^ 2)
      + 2 / 3 * A 2 2 = (4 / 3 * A 0 0) * Real.cos φ ^ 2
      + (4 / 3 * (A 0 1 + A 1 0)) * (Real.sin φ * Real.cos φ)
      + (4 / 3 * A 1 1) * Real.sin φ ^ 2 + 2 / 3 * A 2 2 := by
    intro φ
    ring
  have hpi : 1 / (4 * Real.pi) * Real.pi = 1 / 4 := by
    have := Real.pi_ne_zero
    field_simp
  simp only [sphereAverage, hq, polar_integral]
  simp only [hφ]
  rw [azimuth_integral, Matrix.trace_fin_three]
  linear_combination (4 / 3 * A 0 0 + 4 / 3 * A 1 1 + 4 / 3 * A 2 2) * hpi
```

## From several ligands to one

Let ligand \(k\) have p vector \(c_k\), with all vectors in one Cartesian frame. Each site has its own localised core hole, so intensities add, not amplitudes:
\[ \sum_k(D\,n\cdot c_k)^2=n\cdot An,\qquad A_{ij}=D^2\sum_k c_{k,i}c_{k,j}. \]
The trace is \(D^2\sum_k c_k\cdot c_k\), which gives the average. The shared \(D\) stands for ligands of the same element whose 1s–2p integral is taken to be unaffected by bonding.

```lean
/-- For an orbital spread over several ligands with the same dipole integral `D`, the summed
intensity of the separate 1s excitations averages to `D² / 3` times the total p character. -/
theorem average_intensity_ligands {ι : Type*} [Fintype ι] (D : ℝ) (c : ι → Fin 3 → ℝ) :
    sphereAverage (fun n => ∑ k, intensity D n (c k)) =
      D ^ 2 * (∑ k, pCharacter (c k)) / 3 := by
  -- the absorption tensor of the orbital
  have h : (fun n : Fin 3 → ℝ => ∑ k, intensity D n (c k)) =
      fun n => n ⬝ᵥ (Matrix.of fun i j => D ^ 2 * ∑ k, c k i * c k j) *ᵥ n := by
    funext n
    simp only [intensity, dotProduct, Matrix.mulVec, Matrix.of_apply, Fin.sum_univ_three,
      Finset.mul_sum, Finset.sum_mul, ← Finset.sum_add_distrib]
    refine Finset.sum_congr rfl fun k _ => ?_
    ring
  rw [h, sphereAverage_tensor, Matrix.trace_fin_three]
  simp only [Matrix.of_apply, pCharacter, dotProduct, Fin.sum_univ_three,
    Finset.sum_add_distrib]
  ring
```

With a single site this becomes
\[ \langle I\rangle=\frac{D^2}{3}\,c\cdot c. \]

```lean
/-- The ligand 1s intensity averaged over all polarizations is `D² / 3` times the ligand
p character of the orbital. -/
theorem average_intensity (D : ℝ) (c : Fin 3 → ℝ) :
    sphereAverage (fun n => intensity D n c) = D ^ 2 * pCharacter c / 3 := by
  simpa using average_intensity_ligands (ι := Unit) D (fun _ => c)
```

## Reading the intensity backwards

If \(D\neq0\), solving for the p character gives \(c\cdot c=3\langle I\rangle/D^2\). A measured intensity also carries the prefactor left out here, so an estimate of covalency from it needs the product of that prefactor and \(D^2\), which the model does not supply.

```lean
/-- If the dipole integral is nonzero, the ligand p character is three times the averaged
intensity divided by `D²`. -/
theorem pCharacter_from_intensity (D : ℝ) (hD : D ≠ 0) (c : Fin 3 → ℝ) :
    pCharacter c = 3 * sphereAverage (fun n => intensity D n c) / D ^ 2 := by
  rw [average_intensity]
  field_simp
```

## The limit for an oriented sample

For a fixed unit polarization, Lagrange's identity reads
\[ c\cdot c-(n\cdot c)^2=|n\times c|^2\ge0. \]
Multiplying by \(D^2\) gives \(I\le D^2\,c\cdot c=3\langle I\rangle\). The step `key` is this identity in components.

```lean
/-- For any fixed unit polarization the intensity is at most three times the orientational
average. -/
theorem intensity_le_three_average (D : ℝ) (n c : Fin 3 → ℝ) (hn : n ⬝ᵥ n = 1) :
    intensity D n c ≤ 3 * sphereAverage (fun m => intensity D m c) := by
  rw [average_intensity]
  simp only [intensity, pCharacter, dotProduct, Fin.sum_univ_three] at hn ⊢
  -- Lagrange's identity: the deficit is the squared cross product
  have key : (c 0 * c 0 + c 1 * c 1 + c 2 * c 2) - (n 0 * c 0 + n 1 * c 1 + n 2 * c 2) ^ 2
      = (n 0 * c 1 - n 1 * c 0) ^ 2 + (n 1 * c 2 - n 2 * c 1) ^ 2
        + (n 2 * c 0 - n 0 * c 2) ^ 2 := by
    linear_combination (-(c 0 ^ 2 + c 1 ^ 2 + c 2 ^ 2)) * hn
  have hpos : 0 ≤ (c 0 * c 0 + c 1 * c 1 + c 2 * c 2)
      - (n 0 * c 0 + n 1 * c 1 + n 2 * c 2) ^ 2 := by
    rw [key]
    positivity
  linarith [mul_nonneg (sq_nonneg D) hpos]
```

If \(c=a\,n\) for a real number \(a\), then \(I=D^2a^2\) and \(\langle I\rangle=D^2a^2/3\), so the bound is attained.

```lean
/-- When the p vector is a multiple of the unit polarization, the intensity equals three times
the orientational average. -/
theorem intensity_parallel (D a : ℝ) (n : Fin 3 → ℝ) (hn : n ⬝ᵥ n = 1) :
    intensity D n (a • n) = 3 * sphereAverage (fun m => intensity D m (a • n)) := by
  rw [average_intensity]
  simp only [intensity, pCharacter, dotProduct_smul, smul_dotProduct, smul_eq_mul, hn]
  ring

end

end LigandPreEdge
```

```lean
#print axioms LigandPreEdge.average_intensity_ligands
-- 'LigandPreEdge.average_intensity_ligands' depends on axioms: [propext, Classical.choice, Quot.sound]
#print axioms LigandPreEdge.pCharacter_from_intensity
-- 'LigandPreEdge.pCharacter_from_intensity' depends on axioms: [propext, Classical.choice, Quot.sound]
#print axioms LigandPreEdge.intensity_le_three_average
-- 'LigandPreEdge.intensity_le_three_average' depends on axioms: [propext, Classical.choice, Quot.sound]
#print axioms LigandPreEdge.intensity_parallel
-- 'LigandPreEdge.intensity_parallel' depends on axioms: [propext, Classical.choice, Quot.sound]
```
